# Linear finite elements on a uniform grid: overlap bounds independent of the number of hat functions

The overlap matrix is defined here by integrals of products of hat functions over the box, not by a table of entries. The entries are computed in (c), and the bounds are derived from the integrals by a sum over elements. The box is $[0,(n+1)h]$ with grid spacing $h>0$, and the $n$ basis functions sit at the interior nodes.

```lean
import Mathlib

open Matrix

namespace LinearFiniteElementOverlap

noncomputable section
```

The hat at node $m$ is $\varphi_m(x)=\max(0,\,1-|x/h-m|)$.

```lean
/-- The hat function of unit height centred at node `m` of a grid with spacing `h`. -/
def hat (h : ℝ) (m : ℕ) (x : ℝ) : ℝ := max 0 (1 - |x / h - m|)
```

Indices $i,j$ run from $0$ to $n-1$, as in `Fin n`, so function $i$ is centred at node $i+1$ and $S_{ij}=\int_0^{(n+1)h}\varphi_{i+1}\varphi_{j+1}\,dx$.

```lean
/-- The overlap matrix of the `n` interior hat functions in the box from `0` to `(n+1)h`. -/
def overlap (h : ℝ) (n : ℕ) : Matrix (Fin n) (Fin n) ℝ :=
  Matrix.of fun i j => ∫ x in (0 : ℝ)..((n : ℝ) + 1) * h,
    hat h ((i : ℕ) + 1) x * hat h ((j : ℕ) + 1) x
```

Real coefficients $c_i$ give the function $\psi=\sum_i c_i\varphi_{i+1}$.

```lean
/-- The function with expansion coefficients `c` in the interior hat functions. -/
def expansion (h : ℝ) {n : ℕ} (c : Fin n → ℝ) (x : ℝ) : ℝ :=
  ∑ i, c i * hat h ((i : ℕ) + 1) x
```

The value of $\varphi_m$ at node $k$ is $\delta_{mk}$, called `hatNode`.

```lean
/-- The value of hat function `m` at node `k`. -/
def hatNode (m k : ℕ) : ℝ := if m = k then 1 else 0
```

Accordingly, $\psi$ has the nodal values $u_k=\sum_i c_i\delta_{i+1,k}$, called `nodal c k`.

```lean
/-- The value at node `k` of the expansion with coefficients `c`. -/
def nodal {n : ℕ} (c : Fin n → ℝ) (k : ℕ) : ℝ := ∑ i, c i * hatNode ((i : ℕ) + 1) k
```

Element $k$ is the interval $[kh,(k+1)h]$, with local coordinate $t=x/h-k\in[0,1]$. The predicate `IsInterpolant` says that a function is continuous and linear in $t$ on each element, with prescribed end values.

```lean
/-- `f` is continuous and, on every element, interpolates linearly between the values `u`. -/
def IsInterpolant (h : ℝ) (f : ℝ → ℝ) (u : ℕ → ℝ) : Prop :=
  Continuous f ∧ ∀ (k : ℕ) (x : ℝ), (k : ℝ) * h ≤ x → x ≤ ((k : ℝ) + 1) * h →
    f x = u k * (1 - (x / h - k)) + u (k + 1) * (x / h - k)
```

In the theorems, `c ⬝ᵥ overlap h n *ᵥ c` is $c^TSc$ and `c ⬝ᵥ c` is $\|c\|^2$. The setting is one-dimensional, with equal elements and functions that vanish at both walls.

## (a) A hat on one element

Show that $\varphi_m$ is continuous and that on element $k$
$$\varphi_m(x)=\delta_{mk}(1-t)+\delta_{m,k+1}\,t .$$

**Solution.** Continuity is clear from the formula. If $m=k$, then $|x/h-m|=t$ and the hat equals $1-t$. If $m=k+1$, the distance is $1-t$ and the hat equals $t$. For any other $m$ the distance is at least $1$, so the maximum is $0$. The proof makes the same three-way case split.

```lean
/-- A hat function is the piecewise linear interpolant of its values at the nodes. -/
theorem hat_isInterpolant {h : ℝ} (hh : 0 < h) (m : ℕ) :
    IsInterpolant h (hat h m) (hatNode m) := by
  refine ⟨continuous_const.max (continuous_const.sub
    ((continuous_id.div_const h).sub continuous_const).abs), ?_⟩
  intro k x hx hx'
  have h0 : (k : ℝ) ≤ x / h := (le_div_iff₀ hh).2 hx
  have h1 : x / h ≤ (k : ℝ) + 1 := (div_le_iff₀ hh).2 hx'
  unfold hat hatNode
  by_cases e : m = k
  · have e' : ¬ k = k + 1 := by omega
    rw [e, if_pos rfl, if_neg e', abs_of_nonneg (sub_nonneg.2 h0),
      max_eq_right (by linarith)]
    ring
  by_cases e2 : m = k + 1
  · have hm : (m : ℝ) = k + 1 := by exact_mod_cast e2
    rw [if_neg e, if_pos e2, hm, abs_of_nonpos (sub_nonpos.2 h1),
      max_eq_right (by linarith)]
    ring
  -- on all other elements the hat function vanishes
  have far : 1 ≤ |x / h - m| := by
    rcases lt_or_gt_of_ne e with hlt | hgt
    · have : (m : ℝ) + 1 ≤ k := by exact_mod_cast hlt
      exact le_abs.2 (Or.inl (by linarith))
    · have h2 : k + 2 ≤ m := by omega
      have : (k : ℝ) + 2 ≤ m := by exact_mod_cast h2
      exact le_abs.2 (Or.inr (by linarith))
  rw [if_neg e, if_neg e2, max_eq_left (by linarith)]
  ring
```

## (b) Integrating a product element by element

Let $f,g$ be piecewise linear with nodal values $u_k,v_k$. Show that
$$\int_0^{(n+1)h}\! fg\,dx=\frac h6\sum_{k=0}^{n}\bigl[u_k(2v_k+v_{k+1})+u_{k+1}(v_k+2v_{k+1})\bigr].$$

**Solution.** Cut the box at the nodes and use $dx=h\,dt$. Since $\int_0^1(1-t)^2dt=\int_0^1t^2dt=\tfrac13$ and $\int_0^1t(1-t)\,dt=\tfrac16$, element $k$ contributes
$$h\left[\tfrac13u_kv_k+\tfrac16(u_kv_{k+1}+u_{k+1}v_k)+\tfrac13u_{k+1}v_{k+1}\right].$$
In Lean, `key` obtains this from an explicit antiderivative, and `split` cuts the box.

A simple finite element code for this basis can store this contribution as the $2\times2$ element matrix $\frac h6\begin{pmatrix}2&1\\1&2\end{pmatrix}$. The overlap matrix can then be assembled by looping over the elements, adding the element matrix to the rows and columns of the two end nodes, and leaving out the wall nodes.

```lean
/-- The overlap integral of two piecewise linear functions is a sum of element
contributions, each bilinear in the values at the two ends of the element. -/
theorem integral_interpolant {h : ℝ} (hh : 0 < h) (n : ℕ) {f g : ℝ → ℝ} {u v : ℕ → ℝ}
    (hf : IsInterpolant h f u) (hg : IsInterpolant h g v) :
    ∫ x in (0 : ℝ)..((n : ℝ) + 1) * h, f x * g x =
      h / 6 * ∑ k ∈ Finset.range (n + 1),
        (u k * (2 * v k + v (k + 1)) + u (k + 1) * (v k + 2 * v (k + 1))) := by
  have h1 : h * (1 / h) = 1 := mul_one_div_cancel hh.ne'
  -- the integral over one element, from an explicit antiderivative
  have key : ∀ (k : ℕ) (a b c d : ℝ),
      ∫ x in (k : ℝ) * h..((k : ℝ) + 1) * h,
        (a * (1 - (x / h - k)) + b * (x / h - k)) * (c * (1 - (x / h - k)) + d * (x / h - k))
        = h / 6 * (a * (2 * c + d) + b * (c + 2 * d)) := by
    intro k a b c d
    have hF : ∀ x : ℝ, HasDerivAt (fun y : ℝ => h * (a * c * (y / h - k)
        + (a * (d - c) + (b - a) * c) / 2 * ((y / h - k) * (y / h - k))
        + (b - a) * (d - c) / 3 * ((y / h - k) * (y / h - k) * (y / h - k))))
        ((a * (1 - (x / h - k)) + b * (x / h - k)) *
          (c * (1 - (x / h - k)) + d * (x / h - k))) x := by
      intro x
      have ht : HasDerivAt (fun y : ℝ => y / h - (k : ℝ)) (1 / h) x :=
        ((hasDerivAt_id' x).div_const h).sub_const _
      refine ((((ht.const_mul (a * c)).fun_add
        ((ht.fun_mul ht).const_mul ((a * (d - c) + (b - a) * c) / 2))).fun_add
        (((ht.fun_mul ht).fun_mul ht).const_mul
          ((b - a) * (d - c) / 3))).const_mul h).congr_deriv ?_
      linear_combination ((a * (1 - (x / h - k)) + b * (x / h - k)) *
          (c * (1 - (x / h - k)) + d * (x / h - k))) * h1
    have e1 : ((k : ℝ) + 1) * h / h - k = 1 := by
      rw [mul_div_assoc, div_self hh.ne']; ring
    have e0 : (k : ℝ) * h / h - k = 0 := by
      rw [mul_div_assoc, div_self hh.ne']; ring
    rw [intervalIntegral.integral_eq_sub_of_hasDerivAt (fun x _ => hF x)
      (Continuous.intervalIntegrable (by fun_prop) _ _)]
    simp only [e1, e0]
    ring
  -- cut the box into its elements
  have split := intervalIntegral.sum_integral_adjacent_intervals
    (f := fun x => f x * g x) (μ := MeasureTheory.volume)
    (a := fun k : ℕ => (k : ℝ) * h) (n := n + 1)
    (fun k _ => (hf.1.mul hg.1).intervalIntegrable _ _)
  simp only [Nat.cast_add, Nat.cast_one, Nat.cast_zero, zero_mul] at split
  rw [← split, Finset.mul_sum]
  refine Finset.sum_congr rfl fun k _ => ?_
  refine (intervalIntegral.integral_congr ?_).trans (key k (u k) (u (k + 1)) (v k) (v (k + 1)))
  intro x hx
  rw [Set.uIcc_of_le (by linarith)] at hx
  change f x * g x = _
  rw [hf.2 k x hx.1 hx.2, hg.2 k x hx.1 hx.2]
```

## (c) The matrix entries

Show that
$$S_{ij}=\begin{cases}2h/3 & i=j\\ h/6 & |i-j|=1\\ 0&\text{otherwise.}\end{cases}$$

**Solution.** Put $f=\varphi_{i+1}$ and $g=\varphi_{j+1}$ in (b). Only $k=i+1$ survives in the first term and only $k=i$ in the second, which leaves
$$\frac h6\left(4\delta_{ij}+\delta_{j,i+1}+\delta_{i,j+1}\right).$$
The helper `pick` selects the surviving terms.

```lean
/-- The overlap matrix is tridiagonal, with `2h/3` on the diagonal and `h/6` between
neighbouring hat functions. -/
theorem overlap_apply {h : ℝ} (hh : 0 < h) {n : ℕ} (i j : Fin n) :
    overlap h n i j = if i = j then 2 * h / 3
      else if (i : ℕ) + 1 = j ∨ (j : ℕ) + 1 = i then h / 6 else 0 := by
  have hi := i.2
  have pick : ∀ (p w : ℕ → ℝ) (m : ℕ), m < n + 1 → p m = 1 → (∀ k, k ≠ m → p k = 0) →
      ∑ k ∈ Finset.range (n + 1), p k * w k = w m := by
    intro p w m hm h1 h0
    rw [Finset.sum_eq_single m, h1, one_mul]
    · intro k _ hk
      rw [h0 k hk, zero_mul]
    · intro hm'
      exact absurd (Finset.mem_range.2 hm) hm'
  have e1 : ∑ k ∈ Finset.range (n + 1), hatNode ((i : ℕ) + 1) k *
      (2 * hatNode ((j : ℕ) + 1) k + hatNode ((j : ℕ) + 1) (k + 1)) =
      2 * hatNode ((j : ℕ) + 1) ((i : ℕ) + 1) + hatNode ((j : ℕ) + 1) ((i : ℕ) + 1 + 1) :=
    pick (hatNode ((i : ℕ) + 1))
      (fun k => 2 * hatNode ((j : ℕ) + 1) k + hatNode ((j : ℕ) + 1) (k + 1)) _ (by omega)
      (by simp [hatNode]) (fun k hk => by simp only [hatNode]; exact if_neg (by omega))
  have e2 : ∑ k ∈ Finset.range (n + 1), hatNode ((i : ℕ) + 1) (k + 1) *
      (hatNode ((j : ℕ) + 1) k + 2 * hatNode ((j : ℕ) + 1) (k + 1)) =
      hatNode ((j : ℕ) + 1) i + 2 * hatNode ((j : ℕ) + 1) ((i : ℕ) + 1) :=
    pick (fun k => hatNode ((i : ℕ) + 1) (k + 1))
      (fun k => hatNode ((j : ℕ) + 1) k + 2 * hatNode ((j : ℕ) + 1) (k + 1)) _ (by omega)
      (by simp [hatNode]) (fun k hk => by simp only [hatNode]; exact if_neg (by omega))
  change ∫ x in (0 : ℝ)..((n : ℝ) + 1) * h,
    hat h ((i : ℕ) + 1) x * hat h ((j : ℕ) + 1) x = _
  rw [integral_interpolant hh n (hat_isInterpolant hh _) (hat_isInterpolant hh _),
    Finset.sum_add_distrib, e1, e2]
  simp only [hatNode, Fin.ext_iff]
  split_ifs <;> first | (exfalso; omega) | ring
```

## (d) Nodal values of an expansion

Show that $u_0=u_{n+1}=0$ and $u_{i+1}=c_i$.

**Solution.** The centres $i+1$ run from $1$ to $n$, so none lies on a wall, and exactly one lies on each interior node.

```lean
/-- An expansion in interior hat functions vanishes at both walls, and its value at each
interior node is the coefficient of the hat function there. -/
theorem nodal_values {n : ℕ} (c : Fin n → ℝ) :
    nodal c 0 = 0 ∧ nodal c (n + 1) = 0 ∧ ∀ i : Fin n, nodal c ((i : ℕ) + 1) = c i := by
  refine ⟨by simp [nodal, hatNode], ?_, fun i => ?_⟩
  · refine Finset.sum_eq_zero fun i _ => ?_
    have hi := i.2
    rw [hatNode, if_neg (by omega), mul_zero]
  · rw [nodal, Finset.sum_eq_single i]
    · simp [hatNode]
    · intro j _ hj
      have : (j : ℕ) ≠ i := fun e => hj (Fin.ext e)
      rw [hatNode, if_neg (by omega), mul_zero]
    · simp
```

## (e) The quadratic form as an integral

Show that
$$c^TSc=\int_0^{(n+1)h}\psi^2\,dx .$$

**Solution.** Expand $\psi^2=\sum_{ij}c_ic_j\varphi_{i+1}\varphi_{j+1}$ and integrate term by term. The sums are finite and the integrands continuous.

```lean
/-- The quadratic form of the overlap matrix is the integral of the squared expansion. -/
theorem overlap_eq_integral_sq {h : ℝ} (hh : 0 < h) {n : ℕ} (c : Fin n → ℝ) :
    c ⬝ᵥ overlap h n *ᵥ c =
      ∫ x in (0 : ℝ)..((n : ℝ) + 1) * h, expansion h c x * expansion h c x := by
  have hc : ∀ m, Continuous (hat h m) := fun m => (hat_isInterpolant hh m).1
  have hx : ∀ x, expansion h c x * expansion h c x = ∑ i, ∑ j,
      c i * (c j * (hat h ((i : ℕ) + 1) x * hat h ((j : ℕ) + 1) x)) := by
    intro x
    rw [expansion, Finset.sum_mul_sum]
    exact Finset.sum_congr rfl fun i _ => Finset.sum_congr rfl fun j _ => by ring
  simp only [hx, dotProduct, Matrix.mulVec, overlap, Matrix.of_apply, Finset.mul_sum]
  rw [intervalIntegral.integral_finsetSum]
  · refine Finset.sum_congr rfl fun i _ => ?_
    rw [intervalIntegral.integral_finsetSum]
    · refine Finset.sum_congr rfl fun j _ => ?_
      rw [intervalIntegral.integral_const_mul, intervalIntegral.integral_const_mul]
      ring
    · intro j _
      exact (continuous_const.mul (continuous_const.mul
        ((hc _).mul (hc _)))).intervalIntegrable _ _
  · intro i _
    exact (continuous_finsetSum _ fun j _ => continuous_const.mul (continuous_const.mul
      ((hc _).mul (hc _)))).intervalIntegrable _ _
```

## (f) The quadratic form as a sum over elements

Show that
$$c^TSc=\frac h3\sum_{k=0}^{n}\left(u_k^2+u_ku_{k+1}+u_{k+1}^2\right).$$

**Solution.** By (a) and linearity, $\psi$ is piecewise linear with nodal values $u_k$. Put $f=g=\psi$ in (b); each bracket becomes $2(u_k^2+u_ku_{k+1}+u_{k+1}^2)$.

```lean
/-- The quadratic form of the overlap matrix is a sum over elements of `h/3 (a² + ab + b²)`,
where `a` and `b` are the values of the expansion at the ends of the element. -/
theorem overlap_eq_sum_elements {h : ℝ} (hh : 0 < h) {n : ℕ} (c : Fin n → ℝ) :
    c ⬝ᵥ overlap h n *ᵥ c = h / 3 * ∑ k ∈ Finset.range (n + 1),
      (nodal c k ^ 2 + nodal c k * nodal c (k + 1) + nodal c (k + 1) ^ 2) := by
  have hi : IsInterpolant h (expansion h c) (nodal c) := by
    refine ⟨continuous_finsetSum _ fun i _ =>
      continuous_const.mul (hat_isInterpolant hh _).1, fun k x h0 h1 => ?_⟩
    simp only [expansion, nodal, Finset.sum_mul, ← Finset.sum_add_distrib]
    refine Finset.sum_congr rfl fun i _ => ?_
    rw [(hat_isInterpolant hh _).2 k x h0 h1]
    ring
  rw [overlap_eq_integral_sq hh, integral_interpolant hh n hi hi, Finset.mul_sum,
    Finset.mul_sum]
  exact Finset.sum_congr rfl fun k _ => by ring
```

## (g) Bounds for every $n$

Show that
$$\frac h3\|c\|^2\le c^TSc\le h\|c\|^2 .$$

**Solution.** For real $a,b$,
$$a^2+ab+b^2=\tfrac12(a^2+b^2)+\tfrac12(a+b)^2=\tfrac32(a^2+b^2)-\tfrac12(a-b)^2,$$
so the left side lies between $\tfrac12(a^2+b^2)$ and $\tfrac32(a^2+b^2)$. Each interior node belongs to two elements and the wall values vanish, so $\sum_k(u_k^2+u_{k+1}^2)=2\|c\|^2$. Insert this in (f). The two squares are the hints given to `nlinarith`.

```lean
/-- For any number of hat functions and any real coefficients, the overlap quadratic form
lies between `h/3` and `h` times the squared norm of the coefficient vector. -/
theorem overlap_bounds {h : ℝ} (hh : 0 < h) {n : ℕ} (c : Fin n → ℝ) :
    h / 3 * (c ⬝ᵥ c) ≤ c ⬝ᵥ overlap h n *ᵥ c ∧
      c ⬝ᵥ overlap h n *ᵥ c ≤ h * (c ⬝ᵥ c) := by
  obtain ⟨h0, hl, hs⟩ := nodal_values c
  have s1 : ∑ k ∈ Finset.range (n + 1), nodal c k ^ 2 = c ⬝ᵥ c := by
    rw [Finset.sum_range_succ', h0, Finset.sum_range]
    simp [hs, dotProduct, sq]
  have s2 : ∑ k ∈ Finset.range (n + 1), nodal c (k + 1) ^ 2 = c ⬝ᵥ c := by
    rw [Finset.sum_range_succ, hl, Finset.sum_range]
    simp [hs, dotProduct, sq]
  -- every interior node belongs to two elements
  have s3 : ∀ r : ℝ, ∑ k ∈ Finset.range (n + 1),
      r * (nodal c k ^ 2 + nodal c (k + 1) ^ 2) = r * (2 * (c ⬝ᵥ c)) := by
    intro r
    rw [← Finset.mul_sum, Finset.sum_add_distrib, s1, s2]
    ring
  have lo := Finset.sum_le_sum (s := Finset.range (n + 1))
    (f := fun k => 1 / 2 * (nodal c k ^ 2 + nodal c (k + 1) ^ 2))
    (g := fun k => nodal c k ^ 2 + nodal c k * nodal c (k + 1) + nodal c (k + 1) ^ 2)
    (fun k _ => by nlinarith [sq_nonneg (nodal c k + nodal c (k + 1))])
  have hi := Finset.sum_le_sum (s := Finset.range (n + 1))
    (f := fun k => nodal c k ^ 2 + nodal c k * nodal c (k + 1) + nodal c (k + 1) ^ 2)
    (g := fun k => 3 / 2 * (nodal c k ^ 2 + nodal c (k + 1) ^ 2))
    (fun k _ => by nlinarith [sq_nonneg (nodal c k - nodal c (k + 1))])
  rw [s3] at lo hi
  rw [overlap_eq_sum_elements hh]
  constructor
  · nlinarith [mul_le_mul_of_nonneg_left lo hh.le]
  · nlinarith [mul_le_mul_of_nonneg_left hi hh.le]
```

## (h) Eigenvalues

Let $Sc=sc$ with $c\neq0$. Show that $h/3\le s\le h$.

**Solution.** Here $c^TSc=s\|c\|^2$; divide (g) by $\|c\|^2>0$.

For this one-dimensional uniform basis with $n\ge1$, the condition number of $S$ is therefore at most $3$. In a generalised eigenproblem $Hc=ESc$, orthogonalising the basis does not become ill-conditioned as the grid is refined.

```lean
/-- Every eigenvalue of the overlap matrix lies between `h/3` and `h`, for any number of
hat functions. -/
theorem overlap_eigenvalue_bounds {h : ℝ} (hh : 0 < h) {n : ℕ} {c : Fin n → ℝ} (hc : c ≠ 0)
    {s : ℝ} (hs : overlap h n *ᵥ c = s • c) : h / 3 ≤ s ∧ s ≤ h := by
  have hb := overlap_bounds hh c
  rw [hs, dotProduct_smul, smul_eq_mul] at hb
  have hn : 0 ≤ c ⬝ᵥ c := Finset.sum_nonneg fun i _ => mul_self_nonneg (c i)
  have hpos : 0 < c ⬝ᵥ c :=
    lt_of_le_of_ne hn fun e => hc (dotProduct_self_eq_zero.1 e.symm)
  exact ⟨le_of_mul_le_mul_right hb.1 hpos, le_of_mul_le_mul_right hb.2 hpos⟩
```

## (i) Two test vectors

From here on $s$ denotes a sign, not an eigenvalue: let $s^2=1$ and take $c_i=s^i$ on $n=m+1$ interior nodes.

```lean
/-- The coefficient vector `1, s, s², …` on `m + 1` interior nodes. -/
def powerVec (s : ℝ) (m : ℕ) : Fin (m + 1) → ℝ := fun i => s ^ (i : ℕ)
```

Show that
$$\|c\|^2=m+1,\qquad c^TSc=\frac h3\bigl(2(m+1)+sm\bigr).$$

**Solution.** Every $c_i^2$ is $1$. In (f), the two wall elements contribute $1$ each and the $m$ inner elements $2+s$ each, because $s^ks^{k+1}=s$. The sum is $2+m(2+s)$.

```lean
/-- Squared norm and overlap quadratic form of the constant (`s = 1`) and the alternating
(`s = -1`) coefficient vector on `m + 1` interior nodes. -/
theorem overlap_powerVec {h : ℝ} (hh : 0 < h) {s : ℝ} (hs : s ^ 2 = 1) (m : ℕ) :
    powerVec s m ⬝ᵥ powerVec s m = (m : ℝ) + 1 ∧
    powerVec s m ⬝ᵥ overlap h (m + 1) *ᵥ powerVec s m =
      h / 3 * (2 * ((m : ℝ) + 1) + s * m) := by
  have hp : ∀ k : ℕ, (s ^ k) ^ 2 = 1 := fun k => by
    rw [← pow_mul, mul_comm, pow_mul, hs, one_pow]
  constructor
  · have : ∀ i : Fin (m + 1), powerVec s m i * powerVec s m i = 1 := fun i => by
      rw [← sq]; exact hp i
    simp [dotProduct, this]
  · obtain ⟨h0, hl, hv⟩ := nodal_values (powerVec s m)
    have p : ∀ k, k < m + 1 → nodal (powerVec s m) (k + 1) = s ^ k :=
      fun k hk => hv ⟨k, hk⟩
    -- all elements away from the walls contribute equally
    have mid : ∑ k ∈ Finset.range m, (nodal (powerVec s m) (k + 1) ^ 2
        + nodal (powerVec s m) (k + 1) * nodal (powerVec s m) (k + 1 + 1)
        + nodal (powerVec s m) (k + 1 + 1) ^ 2) = (m : ℝ) * (2 + s) := by
      have hconst : ∑ _k ∈ Finset.range m, (2 + s) = (m : ℝ) * (2 + s) := by
        rw [Finset.sum_const, Finset.card_range, nsmul_eq_mul]
      rw [← hconst]
      refine Finset.sum_congr rfl fun k hk => ?_
      have hk' := Finset.mem_range.1 hk
      rw [p k (by omega), p (k + 1) (by omega), pow_succ]
      linear_combination (1 + s + s ^ 2) * hp k + hs
    rw [overlap_eq_sum_elements hh, Finset.sum_range_succ, Finset.sum_range_succ', mid,
      h0, hl, p 0 (by omega), p m (by omega)]
    linear_combination h / 3 * hp m
```

## (j) The constants are optimal over all $n$

Let $K$ be real. Show that if $K\|c\|^2\le c^TSc$ for all $n$ and $c$, then $K\le h/3$, and that if $c^TSc\le K\|c\|^2$ for all $n$ and $c$, then $K\ge h$.

**Solution.** The vectors of (i) with $s=-1$ and $s=1$ give, respectively,
$$K\le\frac h3+\frac{h}{3(m+1)},\qquad K\ge h-\frac{h}{3(m+1)}$$
for every $m$. Let $m\to\infty$. Lean argues by contradiction instead, choosing one $m$ large enough to violate the assumed bound. Optimality concerns all $n$ together: for $n=1$ the only eigenvalue is $2h/3$.

```lean
/-- The constants `h/3` and `h` are the best possible bounds on the overlap quadratic form
that hold for all numbers of hat functions at once. -/
theorem overlap_bounds_optimal {h : ℝ} (hh : 0 < h) (K : ℝ) :
    ((∀ (n : ℕ) (c : Fin n → ℝ), K * (c ⬝ᵥ c) ≤ c ⬝ᵥ overlap h n *ᵥ c) → K ≤ h / 3) ∧
    ((∀ (n : ℕ) (c : Fin n → ℝ), c ⬝ᵥ overlap h n *ᵥ c ≤ K * (c ⬝ᵥ c)) → h ≤ K) := by
  constructor
  · intro H
    by_contra hK
    have hd : 0 < K - h / 3 := by linarith [not_le.1 hK]
    obtain ⟨m, hm⟩ := exists_nat_gt (h / 3 / (K - h / 3))
    rw [div_lt_iff₀ hd] at hm
    -- the alternating vector violates any larger lower bound
    have hb := H (m + 1) (powerVec (-1) m)
    obtain ⟨e1, e2⟩ := overlap_powerVec hh (s := -1) (by norm_num) m
    rw [e1, e2] at hb
    nlinarith
  · intro H
    by_contra hK
    have hd : 0 < h - K := by linarith [not_le.1 hK]
    obtain ⟨m, hm⟩ := exists_nat_gt (h / 3 / (h - K))
    rw [div_lt_iff₀ hd] at hm
    -- the constant vector violates any smaller upper bound
    have hb := H (m + 1) (powerVec 1 m)
    obtain ⟨e1, e2⟩ := overlap_powerVec hh (s := 1) (by norm_num) m
    rw [e1, e2] at hb
    nlinarith

end

end LinearFiniteElementOverlap
```

```lean
#print axioms LinearFiniteElementOverlap.overlap_apply
-- 'LinearFiniteElementOverlap.overlap_apply' depends on axioms: [propext, Classical.choice, Quot.sound]
#print axioms LinearFiniteElementOverlap.overlap_eigenvalue_bounds
-- 'LinearFiniteElementOverlap.overlap_eigenvalue_bounds' depends on axioms: [propext, Classical.choice, Quot.sound]
#print axioms LinearFiniteElementOverlap.overlap_bounds_optimal
-- 'LinearFiniteElementOverlap.overlap_bounds_optimal' depends on axioms: [propext, Classical.choice, Quot.sound]
```
